# Fermionic matrix units from the canonical anticommutation relations

A small Hubbard cluster has finitely many spin orbitals, and each basis state is fixed by the set of orbitals that are filled. An exact-diagonalisation code can store operators as matrices between these states. The elementary matrix with a single entry 1 sends configuration T to configuration S and everything else to zero. Can it be written with the fermion operators alone, before any matrices are chosen?

Let c_0, …, c_(L−1) be the annihilators, c_i† their adjoints and n_i = c_i†c_i. For a set S of modes, A(S) is the product of the creators c_i† with i in S, in increasing order from left to right. B(S) is the product of the corresponding annihilators in reversed order, and P is the product of all 1 − n_i. The candidate is

E(S,T) = A(S) P B(T).

In Fock space this is |S⟩⟨T|, with |S⟩ = A(S)|0⟩. The canonical relations give

E(S,T) E(U,V) = δ(T,U) E(S,V),  Σ_S E(S,S) = 1.

## The relations and the operators built from them

```lean
import Mathlib

open Matrix

namespace FermionMatrixUnits

noncomputable section

/-- The canonical anticommutation relations for `L` fermion modes with annihilators `c i`
and creators `star (c i)`. -/
structure CAR {L : ℕ} {R : Type*} [Ring R] [StarRing R] (c : Fin L → R) : Prop where
  sq : ∀ i, c i * c i = 0
  anti : ∀ i j, c i * c j + c j * c i = 0
  mixed : ∀ i j, c i * star (c j) + star (c j) * c i = if i = j then 1 else 0
```

The operators live in any ring `R` with a `star` that plays the role of the adjoint: it is additive, undoes itself and reverses products. There is no Hilbert space and no Hamiltonian. `CAR c` collects three conditions: `sq` is c_i² = 0, `anti` is the anticommutation of annihilators, and `mixed` is c_i c_j† + c_j† c_i = δ(i,j).

```lean
variable {L : ℕ} {R : Type*} [Ring R] [StarRing R] {c : Fin L → R}

/-- The product of creators along a list of modes. -/
def create (c : Fin L → R) : List (Fin L) → R
  | [] => 1
  | i :: l => star (c i) * create c l

/-- The product of annihilators along a list of modes, in reversed order. -/
def annihilate (c : Fin L → R) : List (Fin L) → R
  | [] => 1
  | i :: l => annihilate c l * c i

/-- The product of the factors `1 - n_i` along a list of modes. -/
def holes (c : Fin L → R) : List (Fin L) → R
  | [] => 1
  | i :: l => (1 - star (c i) * c i) * holes c l

/-- The product `P` of `1 - n_i` over all modes. -/
def vacuum (c : Fin L → R) : R := holes c (List.finRange L)

/-- The modes of the list `l` that lie in `S`, in the order of `l`. -/
def occupied (l : List (Fin L)) (S : Finset (Fin L)) : List (Fin L) :=
  l.filter fun i => decide (i ∈ S)

/-- The operator `E(S,T) = A(S) P B(T)` built on the modes of the list `l`. -/
def matrixUnit (c : Fin L → R) (l : List (Fin L)) (S T : Finset (Fin L)) : R :=
  create c (occupied l S) * holes c l * annihilate c (occupied l T)
```

Here `create`, `annihilate` and `holes` are the three products along a list of modes, and `occupied l S` picks out the members of S in the order of `l`. With `l` equal to `List.finRange L`, the list of all modes in increasing order, `matrixUnit c l S T` is E(S,T). Shorter lists are allowed because completeness is proved by adding one mode at a time.

## Independent orbitals: anticommutation for i ≠ j

Physically, these relations hold for distinct, orthogonal orbitals of one fermion species. For i ≠ j, `mixed` and then `anti` give

c_i c_j†c_j = −c_j†c_i c_j = c_j†c_j c_i,

so c_i commutes with 1 − n_j.

```lean
/-- An annihilator commutes with `1 - n_j` of any other mode. -/
theorem commute_hole (h : CAR c) {i j : Fin L} (hij : i ≠ j) :
    c i * (1 - star (c j) * c j) = (1 - star (c j) * c j) * c i := by
  have h2 := h.mixed i j
  rw [if_neg hij] at h2
  linear_combination (norm := noncomm_ring) star (c j) * h.anti i j - h2 * c j
```

The proof adds the same two relations with the right multipliers, and `noncomm_ring` checks the remaining algebra without commuting any factors.

Both relations matter. If c_1 = c_0 for a normalised mode, `mixed` fails between the two labels: one orbital has been counted twice, and the E(S,S) sum to 1 + n_0. If instead c_1 = c_0†, `anti` fails. Filling one mode then empties the other, P = (1 − n_0)n_0 = 0, and every E(S,T) vanishes.

## Exclusion: c_i² = 0

No orbital can be emptied twice in a row. By hand, this is what makes c_i kill its own factor in P:

c_i(1 − n_i) = c_i − (1 − c_i†c_i)c_i = c_i†c_i c_i = 0.

Moving c_i through the other factors until it meets this one gives c_i P = 0 for every i. Therefore (1 − n_i)P = P. Since P† contains the same self-adjoint factors in reverse order, P†P = P. Taking the adjoint gives P† = P, and then P² = P.

```lean
/-- Every annihilator kills `P`, and `P` is a self-adjoint projection. -/
theorem vacuum_projection (h : CAR c) : (∀ i, c i * vacuum c = 0) ∧
    star (vacuum c) = vacuum c ∧ vacuum c * vacuum c = vacuum c := by
  have h0 : ∀ i, c i * (1 - star (c i) * c i) = 0 := by
    intro i
    have h1 := h.mixed i i
    rw [if_pos rfl] at h1
    linear_combination (norm := noncomm_ring) star (c i) * h.sq i - h1 * c i
  have kill : ∀ (l : List (Fin L)) (i : Fin L), i ∈ l → c i * holes c l = 0 := by
    intro l i hi
    induction l with
    | nil => simp at hi
    | cons j l ih =>
      by_cases hij : i = j
      · rw [holes, hij, ← mul_assoc, h0 j, zero_mul]
      · have hl : i ∈ l := by simpa [hij] using hi
        rw [holes, ← mul_assoc, commute_hole h hij, mul_assoc, ih hl, mul_zero]
  have hP : ∀ i, c i * vacuum c = 0 := fun i => kill _ i (List.mem_finRange i)
  -- each factor fixes `P`, hence `P† P = P`
  have absorb : ∀ l, star (holes c l) * vacuum c = vacuum c := by
    intro l
    induction l with
    | nil => simp [holes]
    | cons j l ih =>
      have hs : star (1 - star (c j) * c j) = 1 - star (c j) * c j := by simp
      rw [holes, star_mul, hs, mul_assoc, sub_mul, one_mul, mul_assoc, hP, mul_zero,
        sub_zero, ih]
  have hs : star (vacuum c) * vacuum c = vacuum c := absorb _
  have hself : star (vacuum c) = vacuum c := by
    calc star (vacuum c) = star (star (vacuum c) * vacuum c) := by rw [hs]
      _ = star (vacuum c) * vacuum c := by rw [star_mul, star_star]
      _ = vacuum c := hs
  rw [hself] at hs
  exact ⟨hP, hself, hs⟩
```

In the proof, `h0` is the displayed calculation, `kill` moves c_i through the list, and `absorb` removes the factors of P† one by one.

Over the complex numbers, `anti` with i = j already gives 2c_i² = 0, so `sq` adds nothing. It is stated separately for rings in which 2 cannot be cancelled. Over the field with two elements, with transposition as the adjoint, the matrix c with rows (1,1) and (0,1) satisfies the other relations for one mode, but c² = 1 and P² ≠ P.

## Creators as adjoints of annihilators

The adjoint exchanges adding and removing a particle, so A(S)† = B(S).

```lean
/-- The adjoint of a string of creators is the reversed string of annihilators. -/
theorem star_create (c : Fin L → R) (l : List (Fin L)) :
    star (create c l) = annihilate c l := by
  induction l with
  | nil => simp [create, annihilate]
  | cons i l ih => rw [create, annihilate, star_mul, star_star, ih]
```

Suppose T contains a mode i that is not in U. Then c_i anticommutes with every creator in A(U), reaches P and gives zero:

c_i A(U)P = ±A(U)c_i P = 0.

```lean
/-- Annihilating a mode that was not filled gives zero on `A P`. -/
theorem annihilate_empty (h : CAR c) (i : Fin L) (l : List (Fin L)) (hi : i ∉ l) :
    c i * (create c l * vacuum c) = 0 := by
  induction l with
  | nil => simpa [create] using (vacuum_projection h).1 i
  | cons j l ih =>
    obtain ⟨hij, hl⟩ : i ≠ j ∧ i ∉ l := by simpa using hi
    have h2 : c i * star (c j) = -(star (c j) * c i) :=
      eq_neg_of_add_eq_zero_left (by rw [h.mixed, if_neg hij])
    rw [create, mul_assoc, ← mul_assoc (c i), h2, neg_mul, mul_assoc, ih hl, mul_zero,
      neg_zero]
```

Inside B(T), the operator c_i can be moved to the right past the other annihilators at the cost of signs, so B(T)A(U)P = 0.

```lean
/-- If `c i` kills `X`, so does every string of annihilators containing mode `i`. -/
theorem annihilate_string (h : CAR c) (i : Fin L) (l : List (Fin L)) (hi : i ∈ l)
    (X : R) (hX : c i * X = 0) : annihilate c l * X = 0 := by
  induction l generalizing X with
  | nil => simp at hi
  | cons j l ih =>
    rw [annihilate, mul_assoc]
    by_cases hij : i = j
    · rw [← hij, hX, mul_zero]
    · apply ih (by simpa [hij] using hi)
      rw [← mul_assoc, eq_neg_of_add_eq_zero_left (h.anti i j), neg_mul, mul_assoc, hX,
        mul_zero, neg_zero]
```

Both lemmas are inductions along the list, with at most one anticommutation per step.

If T is a proper subset of U, no such i exists. Exchanging the two sets gives B(U)A(T)P = 0, and its adjoint is P B(T)A(U) = 0. Together the two cases cover every T ≠ U. If the creators were an independent family instead of adjoints, their mutual anticommutation would have to be assumed as well.

## Unit normalisation: c_i c_i† + c_i†c_i = 1

By this relation, filling an empty mode and then emptying it returns the original state with factor 1. It settles the case T = U. Let i be the first mode of U and U′ the remaining modes. Then

B(U)A(U)P = B(U′)c_i c_i†A(U′)P = B(U′)(1 − c_i†c_i)A(U′)P = B(U′)A(U′)P,

because c_i A(U′)P = 0. Repeating this removes all pairs and leaves P. With P² = P and the unequal cases above,

P B(T)A(U)P = δ(T,U)P.

```lean
/-- Orthonormality of occupation strings: `P B(T) A(U) P` is `P` if `T = U`, else zero. -/
theorem overlap (h : CAR c) (T U : Finset (Fin L)) :
    vacuum c * (annihilate c (occupied (List.finRange L) T) *
      (create c (occupied (List.finRange L) U) * vacuum c)) =
      if T = U then vacuum c else 0 := by
  obtain ⟨-, hs, hPP⟩ := vacuum_projection h
  have key : ∀ T U : Finset (Fin L), ¬ T ⊆ U →
      annihilate c (occupied (List.finRange L) T) *
        (create c (occupied (List.finRange L) U) * vacuum c) = 0 := by
    intro T U hTU
    obtain ⟨i, hiT, hiU⟩ := Finset.not_subset.mp hTU
    exact annihilate_string h i _ (by simp [occupied, hiT]) _
      (annihilate_empty h i _ (by simp [occupied, hiU]))
  -- equal strings contract pair by pair
  have contract : ∀ l : List (Fin L), l.Nodup →
      annihilate c l * (create c l * vacuum c) = vacuum c := by
    intro l hl
    induction l with
    | nil => simp [annihilate, create]
    | cons i l ih =>
      obtain ⟨hi, hl'⟩ := List.nodup_cons.mp hl
      have h1 : c i * star (c i) = 1 - star (c i) * c i :=
        eq_sub_of_add_eq (by rw [h.mixed, if_pos rfl])
      calc annihilate c (i :: l) * (create c (i :: l) * vacuum c)
          = annihilate c l * ((c i * star (c i)) * (create c l * vacuum c)) := by
            simp only [create, annihilate, mul_assoc]
        _ = vacuum c := by
            rw [h1, sub_mul, one_mul, mul_assoc (star (c i)), annihilate_empty h i l hi,
              mul_zero, sub_zero, ih hl']
  by_cases hTU : T = U
  · rw [if_pos hTU, hTU, contract (occupied (List.finRange L) U)
      ((List.nodup_finRange L).filter _), hPP]
  · rw [if_neg hTU]
    by_cases hsub : T ⊆ U
    · -- the remaining case is the adjoint of `key`
      have k := congrArg star (key U T fun h' => hTU (Finset.Subset.antisymm hsub h'))
      rw [star_mul, star_mul, star_create, ← star_create c (occupied _ U), star_star, hs,
        star_zero] at k
      rw [← mul_assoc, ← mul_assoc, k, zero_mul]
    · rw [key T U hsub, mul_zero]
```

In `overlap`, `key` is the case where T has a mode outside U, its adjoint `k` handles the opposite case, and `contract` removes the pairs.

Without the normalisation the product rule can fail. In a nonzero ring, take one mode with c_0 = 0. Then P = 1 and E(∅,∅) = 1, yet E(∅,{0})E({0},∅) = 0.

## Each mode listed once

The contraction also needs a list without repetitions, since a repeated creator gives c_i†c_i† = 0. Lean records this as `Nodup`. The list of all modes has this property, so the user of the final theorem does not have to supply it.

Completeness uses the same condition. For the empty list the only term is 1. Assume that the sum X for a list l equals 1, and put a new mode a in front. The factor 1 − n_a commutes with the creators of the other modes, by the adjoint of the earlier commutation rule. Subsets without a therefore contribute (1 − n_a)X, and subsets with a contribute c_a†(1 − n_a)X c_a. With X = 1 the total is

1 − c_a†c_a + c_a†c_a − c_a†c_a†c_a c_a = 1,

where the last product vanishes by exclusion.

```lean
/-- For any list `l` of distinct modes, the operators `matrixUnit c l S S` built on that list,
summed over the subsets `S` of its modes, give the identity. -/
theorem resolution (h : CAR c) (l : List (Fin L)) (hl : l.Nodup) :
    ∑ S ∈ l.toFinset.powerset, matrixUnit c l S S = 1 := by
  induction l with
  | nil => simp [matrixUnit, occupied, create, holes, annihilate]
  | cons a l ih =>
    obtain ⟨ha, hl'⟩ := List.nodup_cons.mp hl
    have comm : ∀ m : List (Fin L), a ∉ m →
        create c m * (1 - star (c a) * c a) = (1 - star (c a) * c a) * create c m := by
      intro m hm
      induction m with
      | nil => simp [create]
      | cons j m ihm =>
        obtain ⟨haj, ham⟩ : a ≠ j ∧ a ∉ m := by simpa using hm
        have hs : star (1 - star (c a) * c a) = 1 - star (c a) * c a := by simp
        have k := congrArg star (commute_hole h haj.symm)
        rw [star_mul, star_mul, hs] at k
        rw [create, mul_assoc, ihm ham, ← mul_assoc, ← k, mul_assoc]
    have g : ∀ S, create c (occupied l S) * ((1 - star (c a) * c a) * holes c l) =
        (1 - star (c a) * c a) * (create c (occupied l S) * holes c l) := by
      intro S
      rw [← mul_assoc, comm _ (by simp [occupied, ha]), mul_assoc]
    -- the new mode is empty
    have e1 : ∀ S ∈ l.toFinset.powerset, matrixUnit c (a :: l) S S =
        (1 - star (c a) * c a) * matrixUnit c l S S := by
      intro S hS
      have haS : a ∉ S := fun h' => ha (List.mem_toFinset.mp (Finset.mem_powerset.mp hS h'))
      have f : occupied (a :: l) S = occupied l S := by simp [occupied, haS]
      simp only [matrixUnit]
      rw [f, holes, g]
      simp only [mul_assoc]
    -- the new mode is filled
    have e2 : ∀ S ∈ l.toFinset.powerset, matrixUnit c (a :: l) (insert a S) (insert a S) =
        star (c a) * (1 - star (c a) * c a) * matrixUnit c l S S * c a := by
      intro S _
      have f : occupied (a :: l) (insert a S) = a :: occupied l S := by
        simp only [occupied]
        rw [List.filter_cons_of_pos (by simp)]
        refine congrArg (List.cons a) (List.filter_congr fun x hx => ?_)
        have hxa : x ≠ a := fun h' => ha (h' ▸ hx)
        simp [hxa]
      simp only [matrixUnit]
      rw [f, create, annihilate, holes,
        mul_assoc (star (c a)) (create c (occupied l S)), g]
      simp only [mul_assoc]
    rw [List.toFinset_cons, Finset.sum_powerset_insert (by simpa using ha),
      Finset.sum_congr rfl e1, Finset.sum_congr rfl e2, ← Finset.mul_sum,
      ← Finset.sum_mul, ← Finset.mul_sum, ih hl', mul_one, mul_one]
    linear_combination (norm := noncomm_ring) -(star (c a) * star (c a)) * h.sq a
```

The equations `e1` and `e2` are the contributions with a empty and with a filled. `Finset.sum_powerset_insert` splits the sum over subsets accordingly, and the last line is the displayed cancellation.

## The product rule and completeness together

Regrouping the product around its middle gives

E(S,T)E(U,V) = A(S)[P B(T)A(U)P]B(V) = δ(T,U)E(S,V).

```lean
/-- On all `L` modes the operators `E(S,T)` multiply as matrix units, and the `E(S,S)`
sum to the identity. -/
theorem matrixUnit_system (h : CAR c) :
    (∀ S T U V, matrixUnit c (List.finRange L) S T * matrixUnit c (List.finRange L) U V =
      if T = U then matrixUnit c (List.finRange L) S V else 0) ∧
    ∑ S, matrixUnit c (List.finRange L) S S = 1 := by
  constructor
  · intro S T U V
    calc matrixUnit c (List.finRange L) S T * matrixUnit c (List.finRange L) U V
        = create c (occupied (List.finRange L) S) *
            (vacuum c * (annihilate c (occupied (List.finRange L) T) *
            (create c (occupied (List.finRange L) U) * vacuum c))) *
            annihilate c (occupied (List.finRange L) V) := by
          simp only [matrixUnit, vacuum, mul_assoc]
      _ = _ := by
          rw [overlap h]
          split_ifs
          · rfl
          · rw [mul_zero, zero_mul]
  · have k := resolution h (List.finRange L) (List.nodup_finRange L)
    have hu : (List.finRange L).toFinset = Finset.univ := by ext; simp
    rwa [hu, Finset.powerset_univ] at k
```

The theorem reads: for any finite L and any family satisfying `CAR`, the product rule holds for all sets S, T, U, V of modes, and the sum of E(S,S) over all sets is 1. Its first half inserts `overlap` into the regrouped product; its second half applies `resolution` to the full list. For L = 0 there is only E(∅,∅) = 1. The theorem does not address whether every element of `R` is a combination of the E(S,T), and infinitely many modes are not covered.

## Two modes as 4×4 matrices

The relations are satisfied by concrete operators. In the basis |00⟩, |01⟩, |10⟩, |11⟩, the first label is the occupation of mode 0. The entry −1 in the second matrix is the sign from moving c_1 past c_0†.

```lean
/-- Two annihilators as matrices in the basis `|00⟩, |01⟩, |10⟩, |11⟩`. -/
def twoModes : Fin 2 → Matrix (Fin 4) (Fin 4) ℂ :=
  ![!![0, 0, 1, 0; 0, 0, 0, 1; 0, 0, 0, 0; 0, 0, 0, 0],
    !![0, 1, 0, 0; 0, 0, 0, 0; 0, 0, 0, -1; 0, 0, 0, 0]]

/-- The two explicit 4 by 4 matrices satisfy the canonical anticommutation relations. -/
theorem twoModes_witness : CAR twoModes := by
  have hstar : ∀ j, star (twoModes j) =
      (![!![0, 0, 0, 0; 0, 0, 0, 0; 1, 0, 0, 0; 0, 1, 0, 0],
        !![0, 0, 0, 0; 1, 0, 0, 0; 0, 0, 0, 0; 0, 0, -1, 0]] :
        Fin 2 → Matrix (Fin 4) (Fin 4) ℂ) j := by
    intro j
    ext a b
    fin_cases j <;> fin_cases a <;> fin_cases b <;>
      simp [twoModes]
  constructor
  · intro i
    ext a b
    fin_cases i <;> fin_cases a <;> fin_cases b <;>
      simp [twoModes, Matrix.mul_apply, Fin.sum_univ_succ]
  · intro i j
    ext a b
    fin_cases i <;> fin_cases j <;> fin_cases a <;> fin_cases b <;>
      simp [twoModes]
  · intro i j
    rw [hstar]
    ext a b
    fin_cases i <;> fin_cases j <;> fin_cases a <;> fin_cases b <;>
      simp [twoModes]

end

end FermionMatrixUnits
```

The proof writes out the adjoint matrices in `hstar` and then compares both sides of each relation entry by entry.

```lean
#print axioms FermionMatrixUnits.matrixUnit_system
-- 'FermionMatrixUnits.matrixUnit_system' depends on axioms: [propext, Classical.choice, Quot.sound]
```
